# Half-degree Cayley–Hamilton theorem for Hermitian matrices with Kramers symmetry

Let H be a Hermitian d × d matrix that commutes with an antilinear operation Θ satisfying Θ² = −1. Then there is a monic real polynomial q of degree d/2 with

det(X − H) = q(X)² and q(H) = 0.

The ordinary Cayley–Hamilton theorem gives an equation of degree d. For a system with an odd number of electrons and no magnetic field, time reversal is such a Θ. In a finite orthonormal basis whose span is closed under time reversal, the equation for the Hamiltonian matrix then has half that degree.

The type `m` labels the basis states, so d is `Fintype.card m`.

```lean
import Mathlib

open Matrix Polynomial
open scoped ComplexOrder

namespace HalfDegreeCayleyHamilton

variable {m : Type*} [Fintype m] [DecidableEq m]
```

## The symmetry as two matrix relations

Write Θψ = U conj(ψ), with conj taken entry by entry. Then

Θ²ψ = U conj(U) ψ, ΘHψ = U conj(H) conj(ψ), HΘψ = H U conj(ψ).

The two conditions on Θ therefore read U conj(U) = −1 and U conj(H) = H U. In Lean, `U.map (starRingEnd ℂ)` is conj(U). Physical time reversal also has U unitary, but the proof does not use this, and `IsKramersSymmetry` does not require it.

The step from a real system to this model is left to the user: the basis must be orthonormal, and its span must be closed under time reversal.

```lean
/-- The antilinear operation `ψ ↦ U conj(ψ)` squares to `-1` and commutes with the
matrix `H`. -/
structure IsKramersSymmetry (U H : Matrix m m ℂ) : Prop where
  sq_neg : U * U.map (starRingEnd ℂ) = -1
  comm : U * H.map (starRingEnd ℂ) = H * U
```

## Even dimension, then even multiplicity

Suppose K conj(K) = −1 in dimension d. Taking determinants gives

|det K|² = (−1)^d.

The left side is non-negative, so d is even.

```lean
/-- An antilinear operation that squares to `-1` exists only in even dimension. -/
theorem even_dimension (K : Matrix m m ℂ) (h : K * K.map (starRingEnd ℂ) = -1) :
    Even (Fintype.card m) := by
  have hc : K.map (starRingEnd ℂ) = Kᴴᵀ := by
    ext i j
    simp
  -- the determinant of the relation reads |det K|² = (-1)^d
  have hd := congrArg Matrix.det h
  rw [hc, det_mul, det_transpose, det_conjTranspose, det_neg, det_one, mul_one,
    Complex.star_def, Complex.mul_conj] at hd
  by_contra hodd
  rw [(Nat.not_even_iff_odd.mp hodd).neg_one_pow] at hd
  have hr : Complex.normSq K.det = -1 := by exact_mod_cast hd
  linarith [Complex.normSq_nonneg K.det]
```

Now let the columns of V be orthonormal eigenvectors of H, so that H V = V D with D the real diagonal matrix of levels εᵢ. In this basis Θ has the matrix K = V† U conj(V). Since conj(V) conj(V†) = 1,

K conj(K) = V† U conj(U) V = −1,

K D = V† U conj(H) conj(V) = V† H U conj(V) = D K.

The (i, j) entry of the second line is Kᵢⱼ(εⱼ − εᵢ) = 0, so K does not connect different levels. In the product K conj(K), restricted to one level a, all intermediate states outside a drop out. The block of K on a thus also satisfies the first relation, and its size, the multiplicity of a, is even.

These steps are `hKK`, `hKD` and `hoff` in the proof; `hz` removes the outside states. A real number a that is not a level has multiplicity zero.

```lean
/-- Kramers degeneracy: if a Hermitian `H` commutes with an antilinear operation that squares
to `-1`, each real number occurs an even number of times among the eigenvalues of `H`. -/
theorem even_multiplicity {U H : Matrix m m ℂ} (hH : H.IsHermitian)
    (hT : IsKramersSymmetry U H) (a : ℝ) :
    Even (Fintype.card {i // hH.eigenvalues i = a}) := by
  obtain ⟨V, hVdef⟩ : ∃ V : Matrix m m ℂ, V = hH.eigenvectorUnitary := ⟨_, rfl⟩
  obtain ⟨D, hD⟩ : ∃ D : Matrix m m ℂ,
    D = diagonal (fun i => (hH.eigenvalues i : ℂ)) := ⟨_, rfl⟩
  have hV : V * Vᴴ = 1 := by
    rw [hVdef]
    exact mem_unitaryGroup_iff.mp hH.eigenvectorUnitary.2
  have hV' : Vᴴ * V = 1 := mul_eq_one_comm.mp hV
  have hHV : H * V = V * D := by
    ext i j
    have h := congrFun (hH.mulVec_eigenvectorBasis j) i
    rw [hD, mul_diagonal, hVdef]
    simpa [Matrix.mul_apply, Matrix.mulVec, dotProduct, mul_comm] using h
  have hVH : Vᴴ * H = D * Vᴴ := by
    calc Vᴴ * H = Vᴴ * (H * V) * Vᴴ := by
          rw [Matrix.mul_assoc, Matrix.mul_assoc, hV, Matrix.mul_one]
      _ = D * Vᴴ := by rw [hHV, ← Matrix.mul_assoc, hV', Matrix.one_mul]
  have hDc : D.map (starRingEnd ℂ) = D := by
    ext i j
    by_cases hij : i = j <;> simp [hD, hij]
  have h1 : V.map (starRingEnd ℂ) * Vᴴ.map (starRingEnd ℂ) = 1 := by
    rw [← Matrix.map_mul, hV, Matrix.map_one _ (map_zero _) (map_one _)]
  have h2 : (V.map (starRingEnd ℂ)).map (starRingEnd ℂ) = V := by
    ext i j
    simp
  have h3 : V.map (starRingEnd ℂ) * D = H.map (starRingEnd ℂ) * V.map (starRingEnd ℂ) := by
    rw [← Matrix.map_mul, hHV, Matrix.map_mul, hDc]
  -- the antilinear operation in the eigenbasis
  obtain ⟨K, hK⟩ : ∃ K, K = Vᴴ * U * V.map (starRingEnd ℂ) := ⟨_, rfl⟩
  have hKK : K * K.map (starRingEnd ℂ) = -1 := by
    calc K * K.map (starRingEnd ℂ)
        = Vᴴ * U * (V.map (starRingEnd ℂ) * Vᴴ.map (starRingEnd ℂ))
            * U.map (starRingEnd ℂ) * V := by
          simp only [hK, Matrix.map_mul, h2, Matrix.mul_assoc]
      _ = Vᴴ * (U * U.map (starRingEnd ℂ)) * V := by
          rw [h1, Matrix.mul_one, Matrix.mul_assoc Vᴴ]
      _ = -1 := by
          rw [hT.sq_neg, Matrix.mul_neg, Matrix.mul_one, Matrix.neg_mul, hV']
  have hKD : K * D = D * K := by
    calc K * D = Vᴴ * (U * H.map (starRingEnd ℂ)) * V.map (starRingEnd ℂ) := by
          rw [hK, Matrix.mul_assoc, h3]
          simp only [Matrix.mul_assoc]
      _ = (Vᴴ * H) * U * V.map (starRingEnd ℂ) := by
          rw [hT.comm]
          simp only [Matrix.mul_assoc]
      _ = D * K := by
          rw [hVH, hK]
          simp only [Matrix.mul_assoc]
  -- it does not connect different levels
  have hoff : ∀ i j, hH.eigenvalues i ≠ hH.eigenvalues j → K i j = 0 := by
    intro i j hij
    have h := congrFun (congrFun hKD i) j
    rw [hD, mul_diagonal, diagonal_mul] at h
    have hne : (hH.eigenvalues i : ℂ) - hH.eigenvalues j ≠ 0 :=
      sub_ne_zero.mpr (by exact_mod_cast hij)
    refine (mul_eq_zero.mp ?_).resolve_left hne
    linear_combination -h
  -- so its block on the level `a` also squares to -1
  apply even_dimension (K.submatrix Subtype.val Subtype.val)
  ext i j
  have h := congrFun (congrFun hKK i.1) j.1
  have hz : ∑ k : {k // ¬ hH.eigenvalues k = a},
      K i.1 k.1 * (K.map (starRingEnd ℂ)) k.1 j.1 = 0 :=
    Finset.sum_eq_zero fun k _ => by
      rw [hoff i.1 k.1 (fun e => k.2 (e.symm.trans i.2)), zero_mul]
  rw [Matrix.mul_apply,
    ← Fintype.sum_subtype_add_sum_subtype (fun k => hH.eigenvalues k = a), hz, add_zero] at h
  rw [Matrix.mul_apply]
  refine Eq.trans h ?_
  simp [Matrix.one_apply, Subtype.coe_inj]
```

## From paired levels to the polynomial

Suppose det(X − H) = q(X)² with q real. Real coefficients make q(H) Hermitian, and Cayley–Hamilton gives

q(H)† q(H) = q(H)² = 0.

The diagonal entries of the left side are the squared norms of the columns of q(H), so q(H) = 0.

```lean
/-- If the characteristic polynomial of a Hermitian matrix is the square of a real
polynomial `q`, then `q(H) = 0`. -/
theorem root_annihilates {H : Matrix m m ℂ} (hH : H.IsHermitian) (q : ℝ[X])
    (hq : H.charpoly = (q.map (algebraMap ℝ ℂ)) ^ 2) : aeval H q = 0 := by
  have hs : (aeval H q)ᴴ = aeval H q := by
    rw [aeval_eq_sum_range, conjTranspose_sum]
    refine Finset.sum_congr rfl fun k _ => ?_
    rw [conjTranspose_smul, conjTranspose_pow, hH.eq, star_trivial]
  -- Cayley-Hamilton gives q(H)² = 0, and a Hermitian matrix with zero square vanishes
  have h0 := Matrix.aeval_self_charpoly H
  rw [hq, map_pow, aeval_map_algebraMap, sq] at h0
  exact conjTranspose_mul_self_eq_zero.mp (by rw [hs, h0])
```

Such a q exists because the multiplicity μ(a) of each level a is even:

q(X) = ∏ₐ (X − a)^(μ(a)/2), with a running over the distinct levels.

Its square is the characteristic polynomial, `H.charpoly`, and comparing degrees gives 2 deg q = d. In the statement, `aeval H q` is q(H), and `q.map (algebraMap ℝ ℂ)` is q read as a complex polynomial.

```lean
/-- Half-degree Cayley-Hamilton theorem: if a Hermitian `H` commutes with an antilinear
operation that squares to `-1`, then its characteristic polynomial is the square of a monic
real polynomial `q` of half the dimension in degree, and `q(H) = 0`. -/
theorem half_degree_cayley_hamilton {U H : Matrix m m ℂ} (hH : H.IsHermitian)
    (hT : IsKramersSymmetry U H) :
    ∃ q : ℝ[X], q.Monic ∧ 2 * q.natDegree = Fintype.card m ∧
      H.charpoly = (q.map (algebraMap ℝ ℂ)) ^ 2 ∧ aeval H q = 0 := by
  -- each distinct level enters with half its multiplicity
  obtain ⟨q, hq⟩ : ∃ q : ℝ[X], q = ∏ a ∈ Finset.univ.image hH.eigenvalues,
    (X - C a) ^ (Fintype.card {i // hH.eigenvalues i = a} / 2) := ⟨_, rfl⟩
  have hsq : ∏ i, (X - C (hH.eigenvalues i)) = q ^ 2 := by
    refine (Finset.prod_comp (fun a : ℝ => X - C a) hH.eigenvalues).trans ?_
    rw [hq, ← Finset.prod_pow]
    refine Finset.prod_congr rfl fun a _ => ?_
    rw [← pow_mul, Nat.div_mul_cancel (even_iff_two_dvd.mp (even_multiplicity hH hT a)),
      Fintype.card_subtype]
  have hchar : H.charpoly = (q.map (algebraMap ℝ ℂ)) ^ 2 := by
    rw [← Polynomial.map_pow, ← hsq, Polynomial.map_prod, hH.charpoly_eq]
    refine Finset.prod_congr rfl fun i _ => ?_
    have h : (X - C (hH.eigenvalues i)).map (algebraMap ℝ ℂ)
        = X - C (algebraMap ℝ ℂ (hH.eigenvalues i)) := by
      rw [Polynomial.map_sub, Polynomial.map_X, Polynomial.map_C]
    exact h.symm
  refine ⟨q, ?_, ?_, hchar, root_annihilates hH q hchar⟩
  · rw [hq]
    exact monic_prod_of_monic _ _ fun a _ => (monic_X_sub_C a).pow _
  · rw [← Matrix.charpoly_natDegree_eq_dim H, hchar, natDegree_pow, natDegree_map]
```

The smallest non-empty case is d = 2. There q = X − a, so H = a·1: a single spin ½ has no splitting that respects the symmetry.

## Dimension four

For d = 4 write q = X² + c₁X + c₀, so that H² + c₁H + c₀ = 0. The X³ coefficient of q² is 2c₁, and it equals −tr H. The trace of the quadratic equation is tr H² + c₁ tr H + 4c₀ = 0. Hence

c₁ = −tr H / 2, c₀ = (tr H)²/8 − tr H²/4.

In the proof, `ht` and `hs` are these two trace relations.

```lean
/-- A Hermitian 4 by 4 matrix that commutes with an antilinear operation squaring to `-1`
obeys a quadratic equation whose coefficients are fixed by `tr H` and `tr H²`. -/
theorem four_level_quadratic {U H : Matrix (Fin 4) (Fin 4) ℂ} (hH : H.IsHermitian)
    (hT : IsKramersSymmetry U H) :
    H * H = (H.trace / 2) • H
      + ((H * H).trace / 4 - H.trace ^ 2 / 8) • (1 : Matrix (Fin 4) (Fin 4) ℂ) := by
  obtain ⟨q, hmonic, hdeg, hchar, hzero⟩ := half_degree_cayley_hamilton hH hT
  have hd : q.natDegree = 2 := by
    rw [Fintype.card_fin] at hdeg
    omega
  have q2 : q.coeff 2 = 1 := by
    rw [← hd]
    exact hmonic.coeff_natDegree
  have q3 : q.coeff 3 = 0 := coeff_eq_zero_of_natDegree_lt (by omega)
  have conv : ∀ (r : ℝ) (M : Matrix (Fin 4) (Fin 4) ℂ), r • M = (r : ℂ) • M := by
    intro r M
    ext i j
    simp [Matrix.smul_apply]
  have hquad : (q.coeff 0 : ℂ) • (1 : Matrix (Fin 4) (Fin 4) ℂ)
      + (q.coeff 1 : ℂ) • H + H * H = 0 := by
    rw [aeval_eq_sum_range, hd] at hzero
    simp only [Finset.sum_range_succ, Finset.sum_range_zero, zero_add, pow_zero, pow_one,
      q2, one_smul, sq] at hzero
    rw [← conv, ← conv]
    exact hzero
  -- the linear coefficient of q is read off from the trace
  have ht : H.trace = -(2 * (q.coeff 1 : ℂ)) := by
    rw [Matrix.trace_eq_neg_charpoly_coeff, hchar, Fintype.card_fin, sq, coeff_mul,
      Finset.Nat.sum_antidiagonal_eq_sum_range_succ_mk]
    simp [Finset.sum_range_succ, coeff_map, q2, q3]
    ring
  -- the constant one from the trace of the quadratic equation
  have hs : (q.coeff 0 : ℂ) * 4 + (q.coeff 1 : ℂ) * H.trace + (H * H).trace = 0 := by
    have h := congrArg Matrix.trace hquad
    simpa [Matrix.trace_add, Matrix.trace_smul, Matrix.trace_one] using h
  have e1 : H.trace / 2 = -(q.coeff 1 : ℂ) := by
    rw [ht]
    ring
  have e2 : (H * H).trace / 4 - H.trace ^ 2 / 8 = -(q.coeff 0 : ℂ) := by
    linear_combination hs / 4 - H.trace / 8 * ht
  rw [e1, e2]
  linear_combination (norm := module) hquad
```

As an example, take two orbitals with spin, ordered 1↑, 1↓, 2↑, 2↓, and hopping elements 1 − i for spin up and 1 + i for spin down. Here tr H = 0, and each diagonal entry of H² is |1 ∓ i|² = 2, so tr H² = 8. The quadratic equation becomes

H² = 2·1,

and the levels are ±√2, each twofold. The theorem below checks that this H is Hermitian and has the symmetry.

```lean
/-- Two orbitals with spin, coupled by the spin-dependent hopping `1 ∓ i`, form a Hermitian matrix
that commutes with an antilinear operation squaring to `-1`. -/
theorem kramers_witness :
    (!![0, 0, 1 - Complex.I, 0; 0, 0, 0, 1 + Complex.I;
        1 + Complex.I, 0, 0, 0; 0, 1 - Complex.I, 0, 0] :
        Matrix (Fin 4) (Fin 4) ℂ).IsHermitian ∧
    IsKramersSymmetry
      !![0, 1, 0, 0; -1, 0, 0, 0; 0, 0, 0, 1; 0, 0, -1, 0]
      !![0, 0, 1 - Complex.I, 0; 0, 0, 0, 1 + Complex.I;
        1 + Complex.I, 0, 0, 0; 0, 1 - Complex.I, 0, 0] := by
  refine ⟨?_, ?_, ?_⟩
  · ext i j
    fin_cases i <;> fin_cases j <;> simp [sub_eq_add_neg]
  · ext i j
    fin_cases i <;> fin_cases j <;> simp [Matrix.mul_apply, Fin.sum_univ_four]
  · ext i j
    fin_cases i <;> fin_cases j <;>
      simp [Matrix.mul_apply, Fin.sum_univ_four, sub_eq_add_neg]
```

## A normal matrix is not enough

The matrix diag(i, −i) is normal and has the same symmetry, but its characteristic polynomial is X² + 1. If this were p², then p(i) = 0, and the derivative 2p p′ would vanish at i. The derivative there is 2i. So Hermiticity cannot be weakened to normality.

```lean
/-- The matrix `diag(i, -i)` commutes with an antilinear operation squaring to `-1`, yet its
characteristic polynomial is not the square of any complex polynomial. -/
theorem hermiticity_needed :
    IsKramersSymmetry !![0, 1; -1, 0] !![Complex.I, 0; 0, -Complex.I] ∧
    ¬ ∃ p : ℂ[X], (!![Complex.I, 0; 0, -Complex.I] : Matrix (Fin 2) (Fin 2) ℂ).charpoly
      = p ^ 2 := by
  refine ⟨⟨?_, ?_⟩, ?_⟩
  · ext i j
    fin_cases i <;> fin_cases j <;> simp [Matrix.mul_apply, Fin.sum_univ_two]
  · ext i j
    fin_cases i <;> fin_cases j <;> simp [Matrix.mul_apply, Fin.sum_univ_two]
  · rintro ⟨p, hp⟩
    have hc : (!![Complex.I, 0; 0, -Complex.I] : Matrix (Fin 2) (Fin 2) ℂ).charpoly
        = X ^ 2 + 1 := by
      rw [Matrix.charpoly_fin_two]
      simp [Matrix.trace_fin_two, Matrix.det_fin_two]
    rw [hc] at hp
    -- a square has only multiple roots, but `i` is a simple root of X² + 1
    have h0 : (p.eval Complex.I) ^ 2 = 0 := by
      rw [← eval_pow, ← hp]
      simp
    have h1 : p.eval Complex.I = 0 := pow_eq_zero_iff (two_ne_zero) |>.mp h0
    have h2 : eval Complex.I (derivative (X ^ 2 + 1 : ℂ[X])) = 0 := by
      rw [hp, sq, derivative_mul]
      simp [h1]
    simp at h2

end HalfDegreeCayleyHamilton
```

```lean
#print axioms HalfDegreeCayleyHamilton.half_degree_cayley_hamilton
#print axioms HalfDegreeCayleyHamilton.four_level_quadratic
#print axioms HalfDegreeCayleyHamilton.hermiticity_needed
```

```
'HalfDegreeCayleyHamilton.half_degree_cayley_hamilton' depends on axioms: [propext, Classical.choice, Quot.sound]
'HalfDegreeCayleyHamilton.four_level_quadratic' depends on axioms: [propext, Classical.choice, Quot.sound]
'HalfDegreeCayleyHamilton.hermiticity_needed' depends on axioms: [propext, Classical.choice, Quot.sound]
```
